# Halley's iteration takes a real symmetric matrix to its spectral sign

At zero temperature, non-interacting electrons fill every orbital below the chemical potential $\mu$. If their one-electron Hamiltonian in a finite orthonormal basis is a real symmetric matrix $F$, and $\mu$ is not an eigenvalue of $F$, the projector onto the filled orbitals is $P=\tfrac12\,(I-\operatorname{sign}(H))$ with $H=F-\mu I$. The sign can be found without diagonalising $H$, by an iteration that uses only matrix sums, products and inverses:

$$X_0=H,\qquad X_{k+1}=X_k(3I+X_k^2)(I+3X_k^2)^{-1}.$$

This is Halley's root-finding method applied to $x^2-1=0$. For every real symmetric $H$ the inverses exist, the iterates converge to the spectral sign, and

$$I-X_{k+1}^2=(I-X_k^2)^3(I+3X_k^2)^{-2}.$$

The spectral sign keeps the eigenvectors of $H$ and replaces each eigenvalue by its sign, with $\operatorname{sign}(0)=0$. Textbooks usually leave the matrix sign undefined when an eigenvalue is zero.

## From matrices to single eigenvalues

Write $H=U\operatorname{diag}(h_i)U^T$ with $U$ orthogonal. Since $U^TU=I$, sums, products and inverses act on the eigenvalues alone, so each $h_i$ follows the scalar iteration

$$f(x)=\frac{x(3+x^2)}{1+3x^2}.$$

The denominator is at least 1, so every matrix inverse exists. Expanding the cubes gives

$$1-f(x)=\frac{(1-x)^3}{1+3x^2},\qquad 1+f(x)=\frac{(1+x)^3}{1+3x^2}.$$

Let $x_0=x$ and $x_{k+1}=f(x_k)$. Then

$$(1-x_k)(1+x)^{3^k}=(1+x_k)(1-x)^{3^k}.$$

This is clear at $k=0$. Cubing both sides and dividing by $1+3x_k^2$ takes it from $k$ to $k+1$.

For $x>0$ put $q=(1-x)/(1+x)$, so that $|q|<1$. Solving for the iterate gives

$$x_k=\frac{1-q^{3^k}}{1+q^{3^k}}\to 1.$$

Because $f$ is odd, a negative start leads to $-1$; zero stays at zero. The entries of $U\operatorname{diag}(d_i)U^T$ depend continuously on the $d_i$, so the matrices converge too.

For the residual, let $N=X(3I+X^2)$ and $D=I+3X^2$. Both are polynomials in $X$, so $N$ commutes with $D^{-1}$, and

$$I-(ND^{-1})^2=(D^2-N^2)D^{-2}=(D-N)(D+N)D^{-2}.$$

Here $D-N=(I-X)^3$ and $D+N=(I+X)^3$, whose product is $(I-X^2)^3$.

The residual identity does not prove convergence by itself. At $x=0$ the residual stays equal to 1, and even a vanishing residual would not tell $+1$ from $-1$. The closed form settles both points.

## The iteration and the sign in Lean

The rows and columns are labelled by a finite type `n`, which is not itself a number.

```lean
import Mathlib

open Matrix Filter Topology

namespace HalleySignIteration

noncomputable section

variable {n : Type*} [Fintype n] [DecidableEq n]
```

In the matrix formulas `1` and `3` stand for $I$ and $3I$.

```lean
/-- One Halley step `X (3I + X²) (I + 3X²)⁻¹`, meant for matrices `X` with `I + 3X²` invertible. -/
def halleyStep (X : Matrix n n ℝ) : Matrix n n ℝ :=
  X * (3 + X ^ 2) * (1 + 3 * X ^ 2)⁻¹

/-- The Halley step for a single real number. -/
def halleyScalar (x : ℝ) : ℝ := x * (3 + x ^ 2) / (1 + 3 * x ^ 2)
```

The next map sends a list of eigenvalues $d$ to $U\operatorname{diag}(d)U^T$. Over the reals, `star` is the transpose and `unitaryGroup` consists of orthogonal matrices. Declaring the map a ring homomorphism (`→+*`) records that it respects sums and products; the product rule uses $U^TU=I$.

```lean
/-- The matrix `U diag(d) Uᵀ` with eigenvalues `d` in the orthonormal basis given by the columns
of `U`; sums and products of eigenvalues become sums and products of matrices. -/
def inEigenbasis (U : Matrix.unitaryGroup n ℝ) : (n → ℝ) →+* Matrix n n ℝ where
  toFun d := (U : Matrix n n ℝ) * diagonal d * star (U : Matrix n n ℝ)
  map_one' := by
    change (U : Matrix n n ℝ) * diagonal (fun _ => 1) * star (U : Matrix n n ℝ) = 1
    rw [diagonal_one, mul_one]
    exact Matrix.mem_unitaryGroup_iff.mp U.2
  map_mul' a b := by
    have h : star (U : Matrix n n ℝ) * (U : Matrix n n ℝ) = 1 :=
      Matrix.mem_unitaryGroup_iff'.mp U.2
    have hd : diagonal (a * b) = diagonal a * diagonal b := (diagonal_mul_diagonal a b).symm
    calc (U : Matrix n n ℝ) * diagonal (a * b) * star (U : Matrix n n ℝ)
        = U * diagonal a * (star (U : Matrix n n ℝ) * U) * diagonal b
            * star (U : Matrix n n ℝ) := by
          rw [h, mul_one, hd]; simp only [mul_assoc]
      _ = _ := by simp only [mul_assoc]
  map_zero' := by
    change (U : Matrix n n ℝ) * diagonal (fun _ => 0) * star (U : Matrix n n ℝ) = 0
    rw [diagonal_zero, mul_zero, zero_mul]
  map_add' a b := by
    have hd : diagonal (a + b) = diagonal a + diagonal b := (diagonal_add a b).symm
    rw [hd, mul_add, add_mul]
```

Likewise `IsHermitian` means symmetric here. The spectral sign is built from Mathlib's eigenvectors and eigenvalues of $H$.

```lean
/-- The spectral sign of a real symmetric matrix: same eigenvectors, each eigenvalue replaced by
its sign, with the sign of zero equal to zero. -/
def spectralSign {H : Matrix n n ℝ} (hH : H.IsHermitian) : Matrix n n ℝ :=
  inEigenbasis hH.eigenvectorUnitary (fun i => Real.sign (hH.eigenvalues i))
```

The spectral theorem puts $H$ itself in this form.

```lean
/-- A real symmetric matrix is assembled from its eigenvalues and orthonormal eigenvectors. -/
theorem eq_inEigenbasis {H : Matrix n n ℝ} (hH : H.IsHermitian) :
    H = inEigenbasis hH.eigenvectorUnitary hH.eigenvalues := by
  have h := hH.spectral_theorem
  rw [Unitary.conjStarAlgAut_apply] at h
  exact h
```

## Each eigenvalue moves on its own

The inverse denominator is exhibited eigenvalue by eigenvalue, using $1+3d_i^2>0$, and the homomorphism carries the identity over to matrices.

```lean
/-- For `X = U diag(d) Uᵀ` the Halley denominator `I + 3X²` has the inverse
`U diag(1/(1 + 3d²)) Uᵀ`. -/
theorem denominator_mul_inverse (U : Matrix.unitaryGroup n ℝ) (d : n → ℝ) :
    (1 + 3 * (inEigenbasis U d) ^ 2) * inEigenbasis U (fun i => (1 + 3 * d i ^ 2)⁻¹) = 1 := by
  have h : (1 + 3 * d ^ 2) * (fun i => (1 + 3 * d i ^ 2)⁻¹) = 1 := by
    funext i
    simp only [Pi.mul_apply, Pi.add_apply, Pi.pow_apply, Pi.ofNat_apply]
    exact mul_inv_cancel₀ (by positivity)
  simpa only [map_mul, map_add, map_pow, map_one, map_ofNat] using congrArg (inEigenbasis U) h
```

One step therefore acts as $f$ on each eigenvalue, and induction extends this to $k$ steps. The notation `halleyStep^[k]` means the step applied $k$ times, so `halleyStep^[k] H` is $X_k$.

```lean
/-- A Halley step keeps the eigenvectors and acts on each eigenvalue separately. -/
theorem halleyStep_inEigenbasis (U : Matrix.unitaryGroup n ℝ) (d : n → ℝ) :
    halleyStep (inEigenbasis U d) = inEigenbasis U (fun i => halleyScalar (d i)) := by
  have h : (fun i => halleyScalar (d i))
      = d * (3 + d ^ 2) * (fun i => (1 + 3 * d i ^ 2)⁻¹) := by
    funext i
    simp only [halleyScalar, Pi.mul_apply, Pi.add_apply, Pi.pow_apply, Pi.ofNat_apply,
      div_eq_mul_inv]
  unfold halleyStep
  rw [Matrix.inv_eq_right_inv (denominator_mul_inverse U d), h]
  simp only [map_mul, map_add, map_pow, map_ofNat]

/-- After any number of Halley steps the eigenvectors are unchanged and each eigenvalue has
followed the scalar iteration. -/
theorem iterate_inEigenbasis (U : Matrix.unitaryGroup n ℝ) (d : n → ℝ) (k : ℕ) :
    halleyStep^[k] (inEigenbasis U d) = inEigenbasis U (fun i => halleyScalar^[k] (d i)) := by
  induction k with
  | zero => rfl
  | succ k ih =>
    simp only [Function.iterate_succ_apply']
    rw [ih, halleyStep_inEigenbasis]
```

## The cubed residual

This identity needs no symmetry, only an invertible $I+3X^2$. In the proof `E` is $D^{-1}$, `hc` is its commutation with $N$, and `h1` says $D^2E^2=I$. The final `noncomm_ring` checks $D^2-N^2=(I-X^2)^3$.

```lean
/-- One Halley step cubes the residual `I - X²`, up to the factor `(I + 3X²)⁻²`, for every
square matrix `X` with `I + 3X²` invertible. -/
theorem residual_halleyStep (X : Matrix n n ℝ) (hX : IsUnit (1 + 3 * X ^ 2)) :
    1 - (halleyStep X) ^ 2 = (1 - X ^ 2) ^ 3 * ((1 + 3 * X ^ 2)⁻¹) ^ 2 := by
  have hdet := (Matrix.isUnit_iff_isUnit_det _).mp hX
  have hDE := Matrix.mul_nonsing_inv _ hdet
  have hED := Matrix.nonsing_inv_mul _ hdet
  unfold halleyStep
  generalize (1 + 3 * X ^ 2)⁻¹ = E at hDE hED ⊢
  -- the inverse denominator commutes with the numerator
  have hc : E * (X * (3 + X ^ 2)) = X * (3 + X ^ 2) * E := by
    calc E * (X * (3 + X ^ 2))
        = E * (X * (3 + X ^ 2)) * ((1 + 3 * X ^ 2) * E) := by rw [hDE, mul_one]
      _ = (E * (1 + 3 * X ^ 2)) * (X * (3 + X ^ 2)) * E := by noncomm_ring
      _ = X * (3 + X ^ 2) * E := by rw [hED, one_mul]
  have h1 : (1 + 3 * X ^ 2) * (1 + 3 * X ^ 2) * (E * E) = 1 := by
    calc (1 + 3 * X ^ 2) * (1 + 3 * X ^ 2) * (E * E)
        = (1 + 3 * X ^ 2) * ((1 + 3 * X ^ 2) * E) * E := by simp only [mul_assoc]
      _ = 1 := by rw [hDE, mul_one, hDE]
  calc 1 - (X * (3 + X ^ 2) * E) ^ 2
      = 1 - X * (3 + X ^ 2) * (E * (X * (3 + X ^ 2))) * E := by
        rw [pow_two (X * (3 + X ^ 2) * E)]; simp only [mul_assoc]
    _ = (1 + 3 * X ^ 2) * (1 + 3 * X ^ 2) * (E * E)
          - X * (3 + X ^ 2) * (X * (3 + X ^ 2)) * (E * E) := by
        rw [hc, h1]; simp only [mul_assoc]
    _ = ((1 + 3 * X ^ 2) * (1 + 3 * X ^ 2)
          - X * (3 + X ^ 2) * (X * (3 + X ^ 2))) * (E * E) := by rw [sub_mul]
    _ = (1 - X ^ 2) ^ 3 * E ^ 2 := by
        rw [pow_two E]; congr 1; noncomm_ring
```

## Convergence of one eigenvalue

The induction step is the cubing argument above, with `h1` and `h2` as the formulas for $1-f$ and $1+f$.

```lean
/-- Closed form of the scalar iteration: the ratio of `1 - x` to `1 + x` is cubed at each step,
written here without division. -/
theorem scalar_closed_form (x : ℝ) (k : ℕ) :
    (1 - halleyScalar^[k] x) * (1 + x) ^ (3 ^ k)
      = (1 + halleyScalar^[k] x) * (1 - x) ^ (3 ^ k) := by
  induction k with
  | zero =>
    simp only [Function.iterate_zero, id_eq, pow_zero, pow_one]
    ring
  | succ k ih =>
    have e : 3 ^ (k + 1) = 3 ^ k * 3 := pow_succ 3 k
    rw [Function.iterate_succ_apply', e, pow_mul, pow_mul]
    generalize halleyScalar^[k] x = y at ih ⊢
    have hD : 1 + 3 * y ^ 2 ≠ 0 := by positivity
    have h1 : 1 - halleyScalar y = (1 - y) ^ 3 / (1 + 3 * y ^ 2) := by
      rw [halleyScalar, eq_div_iff hD, sub_mul, div_mul_cancel₀ _ hD]; ring
    have h2 : 1 + halleyScalar y = (1 + y) ^ 3 / (1 + 3 * y ^ 2) := by
      rw [halleyScalar, eq_div_iff hD, add_mul, div_mul_cancel₀ _ hD]; ring
    rw [h1, h2, div_mul_eq_mul_div, div_mul_eq_mul_div, ← mul_pow, ← mul_pow, ih]
```

The inner statement `pos` treats $x>0$: `hc` is $|q|<1$, `hq` is $q^{3^k}\to0$, and `hs` is the closed form divided by $(1+x)^{3^k}$. The three cases at the end are negative, zero and positive starts.

```lean
/-- The scalar Halley iteration started at any real number converges to the sign of that number. -/
theorem scalar_tendsto_sign (x : ℝ) :
    Tendsto (fun k => halleyScalar^[k] x) atTop (𝓝 (Real.sign x)) := by
  have pos : ∀ x : ℝ, 0 < x → Tendsto (fun k => halleyScalar^[k] x) atTop (𝓝 1) := by
    intro x hx
    have hx1 : 0 < 1 + x := by linarith
    have hc : |(1 - x) / (1 + x)| < 1 := by
      rw [abs_lt, lt_div_iff₀ hx1, div_lt_iff₀ hx1]
      constructor <;> linarith
    have hq : Tendsto (fun k : ℕ => ((1 - x) / (1 + x)) ^ (3 ^ k)) atTop (𝓝 0) :=
      (tendsto_pow_atTop_nhds_zero_of_abs_lt_one hc).comp
        (tendsto_pow_atTop_atTop_of_one_lt (by norm_num : (1 : ℕ) < 3))
    have hlim := (hq.const_sub 1).div (hq.const_add 1) (by norm_num)
    rw [sub_zero, add_zero, div_one] at hlim
    refine hlim.congr fun k => ?_
    -- solve the closed form for the iterate
    have hlt : |((1 - x) / (1 + x)) ^ (3 ^ k)| < 1 := by
      rw [abs_pow]
      exact pow_lt_one₀ (abs_nonneg _) hc (by positivity)
    have hne : 1 + ((1 - x) / (1 + x)) ^ (3 ^ k) ≠ 0 := by
      have := (abs_lt.mp hlt).1
      linarith
    have hs : 1 - halleyScalar^[k] x
        = (1 + halleyScalar^[k] x) * ((1 - x) / (1 + x)) ^ (3 ^ k) := by
      rw [div_pow, ← mul_div_assoc, eq_div_iff (pow_pos hx1 _).ne']
      exact scalar_closed_form x k
    change (1 - ((1 - x) / (1 + x)) ^ (3 ^ k)) / (1 + ((1 - x) / (1 + x)) ^ (3 ^ k)) = _
    rw [div_eq_iff hne]
    linarith
  rcases lt_trichotomy x 0 with hx | hx | hx
  · -- the iteration is odd in its starting value
    have odd : ∀ k, -halleyScalar^[k] (-x) = halleyScalar^[k] x := by
      intro k
      induction k with
      | zero => simp
      | succ k ih =>
        rw [Function.iterate_succ_apply', Function.iterate_succ_apply', ← ih]
        generalize halleyScalar^[k] (-x) = y
        simp only [halleyScalar, neg_sq, neg_mul, neg_div]
    rw [Real.sign_of_neg hx]
    exact (pos (-x) (by linarith)).neg.congr odd
  · subst hx
    have h0 : halleyScalar 0 = 0 := by simp [halleyScalar]
    rw [Real.sign_zero]
    exact tendsto_const_nhds.congr fun k => (Function.iterate_fixed h0 k).symm
  · rw [Real.sign_of_pos hx]
    exact pos x hx
```

## The theorem for matrices

The three parts state that every denominator is invertible (`IsUnit`), that the residual recursion holds at every step, and that $X_k$ tends to the spectral sign, entry by entry. The only hypothesis is symmetry. The proof writes $X_k$ in the eigenbasis (`hk`), then applies the residual identity and the scalar limit.

```lean
/-- Halley sign iteration: for real symmetric `H` every step is well defined, the residual
`I - X²` obeys the cubic recursion, and the iterates converge to the spectral sign of `H`. -/
theorem halley_sign_iteration {H : Matrix n n ℝ} (hH : H.IsHermitian) :
    (∀ k, IsUnit (1 + 3 * (halleyStep^[k] H) ^ 2)) ∧
    (∀ k, 1 - (halleyStep^[k + 1] H) ^ 2
      = (1 - (halleyStep^[k] H) ^ 2) ^ 3 * ((1 + 3 * (halleyStep^[k] H) ^ 2)⁻¹) ^ 2) ∧
    Tendsto (fun k => halleyStep^[k] H) atTop (𝓝 (spectralSign hH)) := by
  have hk := fun k => (congrArg (halleyStep^[k]) (eq_inEigenbasis hH)).trans
    (iterate_inEigenbasis hH.eigenvectorUnitary hH.eigenvalues k)
  have hunit : ∀ k, IsUnit (1 + 3 * (halleyStep^[k] H) ^ 2) := by
    intro k
    rw [hk k]
    have h := denominator_mul_inverse hH.eigenvectorUnitary
      (fun i => halleyScalar^[k] (hH.eigenvalues i))
    exact ⟨⟨_, _, h, mul_eq_one_comm.mp h⟩, rfl⟩
  refine ⟨hunit, fun k => ?_, ?_⟩
  · rw [Function.iterate_succ_apply']
    exact residual_halleyStep _ (hunit k)
  · -- eigenvalues converge one by one, and the matrix depends continuously on them
    have hcont : Continuous (inEigenbasis hH.eigenvectorUnitary) :=
      (continuous_const.matrix_mul continuous_id.matrix_diagonal).matrix_mul continuous_const
    exact ((hcont.tendsto _).comp (tendsto_pi_nhds.2 fun i =>
      scalar_tendsto_sign (hH.eigenvalues i))).congr fun k => (hk k).symm
```

The theorem concerns real numbers; the step to a running code, with its rounding errors, is left open.

Symmetry cannot be weakened to normality, even for invertible matrices. The matrix
$$H=\frac1{\sqrt3}\begin{pmatrix}0&1\\-1&0\end{pmatrix}$$
is normal and invertible, but $H^2=-\tfrac13I$, so $I+3H^2=0$ and the first step is undefined.

## When the sign squares to the identity

Invertibility of $H$ means that $\mu$ is not an orbital energy. It is not needed for convergence, but it decides whether the limit $S$ satisfies $S^2=I$, which is what makes $\tfrac12(I-S)$ a projector. The $1\times1$ matrix $H=0$ has $S=0$ and fails.

In the forward direction, the proof writes $S$ as $H$ times another matrix, so $S^2=I$ supplies an inverse of $H$. In the other direction, $S^2H=H$ always holds, and an invertible $H$ can be cancelled.

```lean
/-- The spectral sign of a real symmetric matrix squares to the identity exactly when the matrix
is invertible. -/
theorem spectralSign_sq_eq_one_iff {H : Matrix n n ℝ} (hH : H.IsHermitian) :
    spectralSign hH ^ 2 = 1 ↔ IsUnit H := by
  have e := eq_inEigenbasis hH
  constructor
  · intro hS
    -- the sign is a multiple of `H`, so an inverse of the sign gives one of `H`
    have hf : (fun i => Real.sign (hH.eigenvalues i))
        = hH.eigenvalues * (fun i => Real.sign (hH.eigenvalues i) / hH.eigenvalues i) := by
      funext i
      rw [Pi.mul_apply]
      by_cases h : hH.eigenvalues i = 0
      · simp [h]
      · exact (mul_div_cancel₀ _ h).symm
    have hm := congrArg (inEigenbasis hH.eigenvectorUnitary) hf
    rw [map_mul, ← e] at hm
    change spectralSign hH = _ at hm
    have h : H * (inEigenbasis hH.eigenvectorUnitary
        (fun i => Real.sign (hH.eigenvalues i) / hH.eigenvalues i) * spectralSign hH) = 1 := by
      rw [← mul_assoc, ← hm, ← pow_two, hS]
    exact ⟨⟨_, _, h, mul_eq_one_comm.mp h⟩, rfl⟩
  · intro hu
    have hf : (fun i => Real.sign (hH.eigenvalues i)) ^ 2 * hH.eigenvalues
        = hH.eigenvalues := by
      funext i
      rw [Pi.mul_apply, Pi.pow_apply]
      rcases lt_trichotomy (hH.eigenvalues i) 0 with h | h | h
      · rw [Real.sign_of_neg h]; ring
      · rw [h, mul_zero]
      · rw [Real.sign_of_pos h]; ring
    have hm := congrArg (inEigenbasis hH.eigenvectorUnitary) hf
    rw [map_mul, map_pow, ← e] at hm
    change spectralSign hH ^ 2 * H = H at hm
    exact hu.mul_right_cancel (hm.trans (one_mul H).symm)
```

Finally, the scalar closed form passes through the homomorphism to the matrices. The exponent $3^k$ shows the cubic order of the method.

```lean
/-- Closed form of the matrix iteration for real symmetric `H`: after `k` steps,
`(I - X_k)(I + H)^(3^k) = (I + X_k)(I - H)^(3^k)`. -/
theorem halley_closed_form {H : Matrix n n ℝ} (hH : H.IsHermitian) (k : ℕ) :
    (1 - halleyStep^[k] H) * (1 + H) ^ (3 ^ k)
      = (1 + halleyStep^[k] H) * (1 - H) ^ (3 ^ k) := by
  have key : ∀ (U : Matrix.unitaryGroup n ℝ) (d : n → ℝ),
      (1 - halleyStep^[k] (inEigenbasis U d)) * (1 + inEigenbasis U d) ^ (3 ^ k)
        = (1 + halleyStep^[k] (inEigenbasis U d)) * (1 - inEigenbasis U d) ^ (3 ^ k) := by
    intro U d
    have h : (1 - fun i => halleyScalar^[k] (d i)) * (1 + d) ^ (3 ^ k)
        = (1 + fun i => halleyScalar^[k] (d i)) * (1 - d) ^ (3 ^ k) :=
      funext fun i => scalar_closed_form (d i) k
    rw [iterate_inEigenbasis]
    simpa only [map_mul, map_sub, map_add, map_pow, map_one] using congrArg (inEigenbasis U) h
  have h := key hH.eigenvectorUnitary hH.eigenvalues
  rwa [← eq_inEigenbasis hH] at h

end

end HalleySignIteration
```

```lean
#print axioms HalleySignIteration.halley_sign_iteration
-- 'HalleySignIteration.halley_sign_iteration' depends on axioms: [propext, Classical.choice, Quot.sound]
#print axioms HalleySignIteration.spectralSign_sq_eq_one_iff
-- 'HalleySignIteration.spectralSign_sq_eq_one_iff' depends on axioms: [propext, Classical.choice, Quot.sound]
#print axioms HalleySignIteration.halley_closed_form
-- 'HalleySignIteration.halley_closed_form' depends on axioms: [propext, Classical.choice, Quot.sound]
```
